# Homogeneous relaxation of a linear elastic cell with symmetric dipole tensor $P$ lowers its energy by $P:C^{-1}:P/(2V)$

Let fixed Kanzaki forces $f_a$ act at finitely many sites $x_a$, with symmetric dipole tensor $P=\sum_a f_a x_a^T$. In a cell of volume $V>0$ with positive definite stiffness $C$, the elastic energy minus the work of the forces has the unique minimum $-P:C^{-1}:P/(2V)$ over symmetric homogeneous strains, at $\varepsilon_0=C^{-1}P/V$.

Kanzaki forces represent a point defect: applied to the perfect crystal, they reproduce the displacements that the defect causes. In a supercell calculation at zero external stress, $P:C^{-1}:P/(2V)$ is the energy gained by relaxing the cell's shape and volume from those of the stress-free perfect crystal, within linear elasticity and with $P$ independent of strain. At fixed $P$ and $C$ it falls as $1/V$.

## Work, origin and torque

Write $A:B=\sum_{ij}A_{ij}B_{ij}$. Under $u_a=\varepsilon x_a$ the forces do the work

$$\sum_a f_a\cdot\varepsilon x_a=\sum_{ij}\Big(\sum_a f_{a,i}x_{a,j}\Big)\varepsilon_{ij}=P:\varepsilon .$$

Shifting every site by $c$ changes $P_{ij}$ to $P_{ij}+F_ic_j$, where $F=\sum_a f_a$. If $F=0$, nothing changes. Conversely, if no shift changes $P$, take $c=(1,\dots,1)$; the diagonal entries give $F_i=0$.

Symmetry of $P$ means that there is no torque about the origin. For an infinitesimal rotation, $\omega^T=-\omega$, a symmetric $P$ gives $P:\omega=P^T:\omega^T=-P:\omega$, so the work vanishes. Conversely, suppose that it vanishes for every $\omega$, and put $W=P-P^T$. Then $P:W=0$ and $P^T:W=P:W^T=-P:W=0$. Hence $W:W=0$ and $W=0$.

## The relaxed strain

Set $\varepsilon=\varepsilon_0+d$, and use $C\varepsilon_0=P/V$. The major symmetry gives $\varepsilon_0:Cd=d:C\varepsilon_0=P:d/V$, so the terms linear in $d$ are

$$\frac V2\cdot\frac{2\,P:d}{V}-P:d=0 .$$

The constant terms are $\tfrac12P:\varepsilon_0-P:\varepsilon_0=-P:C^{-1}:P/(2V)$. What remains is $\tfrac V2\,d:Cd$, which is positive for $d\neq0$.

For an isotropic solid in three dimensions, $C\varepsilon=\lambda(\operatorname{tr}\varepsilon)1+2\mu\varepsilon$, with Lamé constants $\lambda$ and $\mu$. Then $C1=(3\lambda+2\mu)1=3K\,1$, where $K=\lambda+2\mu/3$ is the bulk modulus. For $P=p\,1$ this gives $C^{-1}P=(p/3K)\,1$ and $P:C^{-1}:P=p^2/K$, so the minimum is $-p^2/(2KV)$.

## The cell as Lean describes it

The type `n` indexes Cartesian directions, in any finite number, and `ι` indexes sites. `ddot` is the contraction, `dipole f x` is $P$, and `SymStrain n` is the real space of symmetric matrices. A `Stiffness n` is a linear map of that space to itself with the major symmetry (`major`) and positive elastic energy (`pos`), which expresses stability against every nonzero strain.

`kanzaki_relaxation` states the minimum for the forces themselves; its hypothesis `hP` makes their dipole tensor symmetric. It doesn't require zero total force, so balanced forces must be supplied separately if the result is to be independent of the origin. `V` is simply a positive number, not computed from the sites. Inhomogeneous strain and the interaction between periodic images are absent from the model.

In `dilatation_centre`, `IsLeast` says that the value is attained and is a lower bound. The file takes $\lambda\ge0$ and $\mu>0$, although elastic stability also allows some negative $\lambda$.

```lean
import Mathlib

open Matrix

namespace KanzakiForces

noncomputable section

variable {n ι : Type*} [Fintype n] [Fintype ι]

/-- The full contraction `A:B` of two tensors of second rank. -/
def ddot (A B : Matrix n n ℝ) : ℝ := ∑ i, ∑ j, A i j * B i j

/-- The elastic dipole tensor `P = ∑ f_a x_aᵀ` of forces `f_a` at sites `x_a`. -/
def dipole (f x : ι → n → ℝ) : Matrix n n ℝ := Matrix.of fun i j => ∑ a, f a i * x a j

/-- The space of symmetric strains. -/
def SymStrain (n : Type*) : Submodule ℝ (Matrix n n ℝ) where
  carrier := {A | Aᵀ = A}
  add_mem' := by
    intro a b ha hb
    simp only [Set.mem_ofPred_eq] at *
    rw [Matrix.transpose_add, ha, hb]
  zero_mem' := Matrix.transpose_zero
  smul_mem' := by
    intro c a ha
    simp only [Set.mem_ofPred_eq] at *
    rw [Matrix.transpose_smul, ha]

lemma ddot_comm (A B : Matrix n n ℝ) : ddot A B = ddot B A := by
  simp only [ddot, mul_comm]

lemma ddot_add_right (A B D : Matrix n n ℝ) : ddot A (B + D) = ddot A B + ddot A D := by
  simp only [ddot, Matrix.add_apply, mul_add, Finset.sum_add_distrib]

lemma ddot_smul_right (c : ℝ) (A B : Matrix n n ℝ) : ddot A (c • B) = c * ddot A B := by
  simp only [ddot, Matrix.smul_apply, smul_eq_mul, Finset.mul_sum, mul_left_comm]

lemma ddot_add_left (A B D : Matrix n n ℝ) : ddot (A + B) D = ddot A D + ddot B D := by
  rw [ddot_comm, ddot_add_right, ddot_comm D A, ddot_comm D B]

lemma ddot_smul_left (c : ℝ) (A B : Matrix n n ℝ) : ddot (c • A) B = c * ddot A B := by
  rw [ddot_comm, ddot_smul_right, ddot_comm B A]

lemma ddot_transpose (A B : Matrix n n ℝ) : ddot Aᵀ Bᵀ = ddot A B := by
  simp only [ddot, Matrix.transpose_apply]
  exact Finset.sum_comm

lemma ddot_self_pos {A : Matrix n n ℝ} (hA : A ≠ 0) : 0 < ddot A A := by
  obtain ⟨i, j, hij⟩ : ∃ i j, A i j ≠ 0 := by
    by_contra h
    exact hA (Matrix.ext fun i j => by_contra fun hij => h ⟨i, j, hij⟩)
  exact Finset.sum_pos' (fun i _ => Finset.sum_nonneg fun j _ => mul_self_nonneg _)
    ⟨i, Finset.mem_univ _, Finset.sum_pos' (fun j _ => mul_self_nonneg _)
      ⟨j, Finset.mem_univ _, mul_self_pos.mpr hij⟩⟩

/-- The work of the forces under the homogeneous displacements `u_a = ε x_a` is `P:ε`. -/
theorem work_eq (f x : ι → n → ℝ) (ε : Matrix n n ℝ) :
    ∑ a, f a ⬝ᵥ (ε *ᵥ x a) = ddot (dipole f x) ε := by
  simp only [dotProduct, Matrix.mulVec, ddot, dipole, Matrix.of_apply, Finset.mul_sum,
    Finset.sum_mul]
  rw [Finset.sum_comm]
  refine Finset.sum_congr rfl fun i _ => ?_
  rw [Finset.sum_comm]
  refine Finset.sum_congr rfl fun j _ => Finset.sum_congr rfl fun a _ => ?_
  ring

omit [Fintype n] in
/-- Shifting all sites by `c` adds the total force times `c` to the dipole tensor. -/
theorem dipole_shift (f x : ι → n → ℝ) (c : n → ℝ) (i j : n) :
    dipole f (fun a => x a + c) i j = dipole f x i j + (∑ a, f a i) * c j := by
  simp only [dipole, Matrix.of_apply, Pi.add_apply, mul_add, Finset.sum_add_distrib,
    Finset.sum_mul]

omit [Fintype n] in
/-- The dipole tensor is independent of the origin exactly when the total force vanishes. -/
theorem dipole_origin_independent_iff (f x : ι → n → ℝ) :
    (∀ c : n → ℝ, dipole f (fun a => x a + c) = dipole f x) ↔ ∑ a, f a = 0 := by
  constructor
  · intro h
    funext i
    have h1 := dipole_shift f x (fun _ => 1) i i
    rw [h (fun _ => 1)] at h1
    rw [Finset.sum_apply, Pi.zero_apply]
    linarith
  · intro h c
    ext i j
    have h0 : ∑ a, f a i = 0 := by simpa using congrFun h i
    rw [dipole_shift, h0, zero_mul, add_zero]

/-- The dipole tensor is symmetric exactly when the forces do no work under any
infinitesimal rotation `ω`. -/
theorem dipole_symmetric_iff (f x : ι → n → ℝ) :
    dipole f x ∈ SymStrain n ↔
      ∀ ω : Matrix n n ℝ, ωᵀ = -ω → ∑ a, f a ⬝ᵥ (ω *ᵥ x a) = 0 := by
  have hneg (A B : Matrix n n ℝ) : ddot A (-B) = -ddot A B := by
    simp only [ddot, Matrix.neg_apply, mul_neg, Finset.sum_neg_distrib]
  constructor
  · intro hP ω hω
    have hP' : (dipole f x)ᵀ = dipole f x := hP
    have h := ddot_transpose (dipole f x) ω
    rw [hP', hω, hneg] at h
    rw [work_eq]
    linarith
  · intro h
    change (dipole f x)ᵀ = dipole f x
    by_contra hne
    -- test with twice the antisymmetric part of the dipole tensor
    let W := dipole f x + -(dipole f x)ᵀ
    have hW : Wᵀ = -W := by
      simp only [W, Matrix.transpose_add, Matrix.transpose_neg, Matrix.transpose_transpose]
      abel
    have h1 : ddot (dipole f x) W = 0 := by rw [← work_eq]; exact h W hW
    have h2 := ddot_transpose (dipole f x) W
    rw [hW, hneg, h1] at h2
    have h3 : ddot W W = 0 := by
      change ddot (dipole f x + -(dipole f x)ᵀ) W = 0
      rw [ddot_add_left, h1, ddot_comm, hneg, ddot_comm, h2, add_zero]
    have hW0 : W ≠ 0 := fun h0 => hne (add_neg_eq_zero.mp h0).symm
    exact (ddot_self_pos hW0).ne' h3

/-- An elastic stiffness: a linear map from symmetric strains to symmetric stresses with the
major symmetry and positive elastic energy. -/
structure Stiffness (n : Type*) [Fintype n] where
  map : SymStrain n →ₗ[ℝ] SymStrain n
  major : ∀ A B : SymStrain n, ddot (A : Matrix n n ℝ) (map B) = ddot (B : Matrix n n ℝ) (map A)
  pos : ∀ A : SymStrain n, A ≠ 0 → 0 < ddot (A : Matrix n n ℝ) (map A)

lemma Stiffness.injective (C : Stiffness n) : Function.Injective C.map := by
  rw [injective_iff_map_eq_zero]
  intro A hA
  by_contra hne
  have h := C.pos A hne
  rw [hA] at h
  simp [ddot] at h

/-- The compliance `C⁻¹`, the inverse of the stiffness on symmetric tensors. -/
def Stiffness.compliance (C : Stiffness n) : SymStrain n ≃ₗ[ℝ] SymStrain n :=
  (LinearEquiv.ofBijective C.map
    ⟨C.injective, LinearMap.injective_iff_surjective.mp C.injective⟩).symm

lemma Stiffness.map_compliance (C : Stiffness n) (P : SymStrain n) :
    C.map (C.compliance P) = P :=
  (LinearEquiv.ofBijective C.map
    ⟨C.injective, LinearMap.injective_iff_surjective.mp C.injective⟩).apply_symm_apply P

/-- The energy `(V/2) ε:C:ε - P:ε` of a cell of volume `V` with dipole tensor `P`. -/
def energy (C : Stiffness n) (V : ℝ) (P : Matrix n n ℝ) (ε : SymStrain n) : ℝ :=
  V / 2 * ddot (ε : Matrix n n ℝ) (C.map ε) - ddot P ε

/-- Around the strain `C⁻¹P/V` the energy is `-P:C⁻¹:P/(2V)` plus the elastic energy of the
deviation `d`. -/
theorem energy_complete_square (C : Stiffness n) {V : ℝ} (hV : 0 < V) (P d : SymStrain n) :
    energy C V P (V⁻¹ • C.compliance P + d) =
      -ddot (P : Matrix n n ℝ) (C.compliance P) / (2 * V)
        + V / 2 * ddot (d : Matrix n n ℝ) (C.map d) := by
  have h1 : C.map (V⁻¹ • C.compliance P) = V⁻¹ • P := by rw [map_smul, C.map_compliance]
  -- the major symmetry turns the cross term into the work of the dipole
  have h2 : ddot (C.compliance P : Matrix n n ℝ) (C.map d) = ddot (P : Matrix n n ℝ) d := by
    rw [C.major, C.map_compliance, ddot_comm]
  unfold energy
  rw [map_add, h1]
  simp only [Submodule.coe_add, Submodule.coe_smul, ddot_add_left, ddot_add_right,
    ddot_smul_left, ddot_smul_right]
  rw [h2, ddot_comm (C.compliance P : Matrix n n ℝ) P, ddot_comm (d : Matrix n n ℝ) P]
  field_simp
  ring

/-- The energy equals `-P:C⁻¹:P/(2V)` at the strain `C⁻¹P/V` and is strictly larger at every
other symmetric strain. -/
theorem elastic_relaxation (C : Stiffness n) {V : ℝ} (hV : 0 < V) (P : SymStrain n) :
    energy C V P (V⁻¹ • C.compliance P) =
        -ddot (P : Matrix n n ℝ) (C.compliance P) / (2 * V) ∧
      ∀ ε : SymStrain n, ε ≠ V⁻¹ • C.compliance P →
        -ddot (P : Matrix n n ℝ) (C.compliance P) / (2 * V) < energy C V P ε := by
  constructor
  · have h := energy_complete_square C hV P 0
    simpa [ddot] using h
  · intro ε hε
    have h := energy_complete_square C hV P (ε - V⁻¹ • C.compliance P)
    rw [add_sub_cancel] at h
    have hp := mul_pos (half_pos hV) (C.pos _ (sub_ne_zero.mpr hε))
    linarith

/-- For Kanzaki forces with symmetric dipole tensor `P`, elastic energy minus work is
`-P:C⁻¹:P/(2V)` at the strain `C⁻¹P/V` and strictly larger at every other symmetric strain. -/
theorem kanzaki_relaxation (C : Stiffness n) {V : ℝ} (hV : 0 < V) (f x : ι → n → ℝ)
    (P : SymStrain n) (hP : dipole f x = P) :
    V / 2 * ddot (V⁻¹ • C.compliance P : SymStrain n).1 (C.map (V⁻¹ • C.compliance P))
          - ∑ a, f a ⬝ᵥ ((V⁻¹ • C.compliance P : SymStrain n).1 *ᵥ x a) =
        -ddot (P : Matrix n n ℝ) (C.compliance P) / (2 * V) ∧
      ∀ ε : SymStrain n, ε ≠ V⁻¹ • C.compliance P →
        -ddot (P : Matrix n n ℝ) (C.compliance P) / (2 * V) <
          V / 2 * ddot ε.1 (C.map ε) - ∑ a, f a ⬝ᵥ (ε.1 *ᵥ x a) := by
  simp only [work_eq, hP]
  exact elastic_relaxation C hV P

/-- The unit tensor in three dimensions as a symmetric strain. -/
def unitStrain : SymStrain (Fin 3) := ⟨1, Matrix.transpose_one⟩

lemma ddot_unit (A : Matrix (Fin 3) (Fin 3) ℝ) : ddot A unitStrain.1 = A.trace := by
  simp [ddot, unitStrain, Matrix.one_apply, Matrix.trace]

/-- The isotropic stiffness `ε ↦ lam (tr ε) 1 + 2 mu ε` with Lamé constants `lam ≥ 0`
and `mu > 0`. -/
def isotropic (lam mu : ℝ) (hl : 0 ≤ lam) (hm : 0 < mu) : Stiffness (Fin 3) where
  map :=
    { toFun := fun e => (lam * e.1.trace) • unitStrain + (2 * mu) • e
      map_add' := by
        intro a b
        simp only [Submodule.coe_add, Matrix.trace_add]
        module
      map_smul' := by
        intro c a
        simp only [Submodule.coe_smul, Matrix.trace_smul, smul_eq_mul, RingHom.id_apply]
        module }
  major := by
    intro A B
    simp only [LinearMap.coe_mk, AddHom.coe_mk, Submodule.coe_add, Submodule.coe_smul,
      ddot_add_right, ddot_smul_right, ddot_unit]
    rw [ddot_comm B.1 A.1]
    ring
  pos := by
    intro A hA
    simp only [LinearMap.coe_mk, AddHom.coe_mk, Submodule.coe_add, Submodule.coe_smul,
      ddot_add_right, ddot_smul_right, ddot_unit]
    have h1 : 0 < ddot A.1 A.1 := ddot_self_pos fun h => hA (Subtype.ext h)
    have h2 := mul_nonneg hl (mul_self_nonneg A.1.trace)
    have h3 := mul_pos hm h1
    linarith

/-- For the dipole tensor `p 1` in an isotropic solid the least energy over symmetric strains
is `-p²/(2KV)`, with bulk modulus `K = lam + 2 mu/3`. -/
theorem dilatation_centre (lam mu p : ℝ) (hl : 0 ≤ lam) (hm : 0 < mu) {V : ℝ} (hV : 0 < V) :
    IsLeast (Set.range (energy (isotropic lam mu hl hm) V (p • 1)))
      (-p ^ 2 / (2 * (lam + 2 * mu / 3) * V)) := by
  have hD : 3 * lam + 2 * mu ≠ 0 := by positivity
  have hu : (isotropic lam mu hl hm).map unitStrain = (3 * lam + 2 * mu) • unitStrain := by
    change (lam * (1 : Matrix (Fin 3) (Fin 3) ℝ).trace) • unitStrain
      + (2 * mu) • unitStrain = _
    rw [Matrix.trace_one, Fintype.card_fin, ← add_smul]
    congr 1
    push_cast
    ring
  -- invert the stiffness on the unit tensor
  have hc : (isotropic lam mu hl hm).compliance (p • unitStrain) =
      (p / (3 * lam + 2 * mu)) • unitStrain := by
    apply (isotropic lam mu hl hm).injective
    rw [Stiffness.map_compliance, map_smul, hu, smul_smul, div_mul_cancel₀ _ hD]
  have h3 : ddot unitStrain.1 unitStrain.1 = 3 := by
    rw [ddot_unit]
    simp [unitStrain]
  have hval : -ddot (p • unitStrain : SymStrain (Fin 3)).1
      ((isotropic lam mu hl hm).compliance (p • unitStrain)).1 / (2 * V) =
      -p ^ 2 / (2 * (lam + 2 * mu / 3) * V) := by
    have hK : lam + 2 * mu / 3 = (3 * lam + 2 * mu) / 3 := by ring
    rw [hc, hK]
    simp only [Submodule.coe_smul, ddot_smul_left, ddot_smul_right, h3]
    generalize 3 * lam + 2 * mu = D at hD ⊢
    field_simp
  obtain ⟨hmin, hlt⟩ := elastic_relaxation (isotropic lam mu hl hm) hV (p • unitStrain)
  rw [hval] at hmin
  refine ⟨⟨_, hmin⟩, ?_⟩
  rintro _ ⟨ε, rfl⟩
  by_cases hε : ε = V⁻¹ • (isotropic lam mu hl hm).compliance (p • unitStrain)
  · rw [hε]
    exact hmin.ge
  · have h := hlt ε hε
    rw [hval] at h
    exact h.le

end

end KanzakiForces
```

```lean
#print axioms KanzakiForces.dipole_origin_independent_iff
-- 'KanzakiForces.dipole_origin_independent_iff' depends on axioms: [propext, Classical.choice, Quot.sound]
#print axioms KanzakiForces.dipole_symmetric_iff
-- 'KanzakiForces.dipole_symmetric_iff' depends on axioms: [propext, Classical.choice, Quot.sound]
#print axioms KanzakiForces.kanzaki_relaxation
-- 'KanzakiForces.kanzaki_relaxation' depends on axioms: [propext, Classical.choice, Quot.sound]
#print axioms KanzakiForces.dilatation_centre
-- 'KanzakiForces.dilatation_centre' depends on axioms: [propext, Classical.choice, Quot.sound]
```

## From finite sums to the square

`work_eq` exchanges the sums with `Finset.sum_comm`, and `dipole_shift` supplies the term $F_ic_j$ for the origin criterion. `dipole_symmetric_iff` tests with the same $W$ as above, and `ddot_self_pos` rules out $W\neq0$.

In `energy_complete_square`, `h1` is $C\varepsilon_0=P/V$ and `h2` is the cross term; the `ddot` lemmas expand the rest, and `field_simp` and `ring` collect it. `elastic_relaxation` sets $d=0$ for the value and $d=\varepsilon-\varepsilon_0$ for the strict inequality. `work_eq` then carries this over to the forces. `dilatation_centre` inverts the stiffness on the unit tensor by checking the candidate and using injectivity.

## Where the compliance comes from

The inverse is constructed, not assumed. If $CA=0$ then $A:CA=0$, so `pos` forces $A=0$ and $C$ is injective. `LinearMap.injective_iff_surjective` makes an injective linear map of a finite-dimensional space to itself surjective. `LinearEquiv.ofBijective` packages the two facts, and its `.symm` is `compliance`. The minimum uses this through `map_compliance`, $C(C^{-1}P)=P$.

## Stiffness as a four-index array

A stiffness could also be given by components $C_{ijkl}$ acting on all matrices. That is closer to tabulated elastic constants, but the minor symmetries would become extra hypotheses. They send antisymmetric matrices to zero, so in two or more dimensions the map has no inverse until it is restricted to symmetric strains. The type `SymStrain n` builds that restriction in from the start.
